# The Lindblad generator multiplies A^m R (A†)^n by an imaginary number when R is stationary and the ladder operator A commutes with all jump operators and their adjoints

A two-level system sits next to a second one that decays into an environment. The second relaxes, while a coherence in the first can keep oscillating. What condition is sufficient for such an undamped oscillation in a Markovian model, and what is its frequency?

Let H be the Hamiltonian, with ħ = 1, and let V_i be the jump operators, which describe the action of the environment. Suppose an operator A satisfies [H, A] = wA with w real, so that it shifts the energy by w, and suppose that it commutes with every V_i and V_i†. Such an A is called a dynamical symmetry below. If R is stationary, each nonzero product A^m R (A†)^n then oscillates without damping at angular frequency |(m − n)w|, and is constant when this is zero. The condition is sufficient, not necessary: undamped oscillations can also occur without such an A.

```lean
import Mathlib

open Matrix

namespace LindbladDynamicalSymmetry

noncomputable section

variable {𝓐 ι : Type*} [Ring 𝓐] [Algebra ℂ 𝓐]
```

The symbol `𝓐` stands for any complex algebra with a unit, such as the n×n matrices or the bounded operators on a Hilbert space. The type `ι` labels the jump operators.

## Energy shifts add up

```lean
/-- If `B` shifts the energy by `c`, meaning `[H, B] = c B`, then `[H, B ^ n] = n c B ^ n`. -/
theorem commutator_pow {H B : 𝓐} {c : ℂ} (h : H * B - B * H = c • B) (n : ℕ) :
    H * B ^ n - B ^ n * H = ((n : ℂ) * c) • B ^ n := by
  induction n with
  | zero => simp
  | succ n ih =>
    -- Leibniz rule for the commutator with one more factor
    have key : H * B ^ (n + 1) - B ^ (n + 1) * H
        = (H * B ^ n - B ^ n * H) * B + B ^ n * (H * B - B * H) := by
      rw [pow_succ]
      simp only [sub_mul, mul_sub, mul_assoc]
      abel
    rw [key, ih, h, smul_mul_assoc, mul_smul_comm, ← add_smul, ← pow_succ]
    congr 1
    push_cast
    ring
```

In a Lean theorem the hypotheses stand before the first colon that is outside all brackets, and the claim after it; `•` is multiplication by a scalar. Here [H, B] = cB implies [H, B^n] = nc B^n. For n = 0 both sides vanish. The induction step is the Leibniz rule, called `key` in the proof:

[H, B^(n+1)] = [H, B^n] B + B^n [H, B] = (n + 1)c B^(n+1).

```lean
/-- The commutator of `H` with `P X Q`, when `P` and `Q` shift the energy by `a` and `b`. -/
theorem commutator_sandwich {H P Q : 𝓐} {a b : ℂ} (hP : H * P - P * H = a • P)
    (hQ : H * Q - Q * H = b • Q) (X : 𝓐) :
    H * (P * X * Q) - P * X * Q * H
      = P * (H * X - X * H) * Q + (a + b) • (P * X * Q) := by
  have key : H * (P * X * Q) - P * X * Q * H
      = (H * P - P * H) * X * Q + P * (H * X - X * H) * Q + P * X * (H * Q - Q * H) := by
    noncomm_ring
  rw [key, hP, hQ]
  simp only [smul_mul_assoc, mul_smul_comm, add_smul]
  abel
```

If P shifts the energy by a and Q by b, the Leibniz rule for three factors gives

[H, PXQ] = [H, P]XQ + P[H, X]Q + PX[H, Q] = P[H, X]Q + (a + b) PXQ.

The tactic `noncomm_ring` checks the first equality by expanding products without reordering them.

## The generator and its dissipator

```lean
variable [StarRing 𝓐] [Fintype ι]

/-- The dissipator `∑ (V X V* - {V* V, X} / 2)` of a finite family of jump operators. -/
def dissipator (V : ι → 𝓐) (X : 𝓐) : 𝓐 :=
  ∑ i, (V i * X * star (V i)
    - (1 / 2 : ℂ) • (star (V i) * V i * X + X * (star (V i) * V i)))
```

The algebra now has an adjoint, `star`, and the family of jump operators is finite. The dissipator is

D(X) = ∑_i (V_i X V_i† − ½(V_i†V_i X + X V_i†V_i)),

with the decay rates absorbed into the V_i.

```lean
/-- The Lindblad generator `L(X) = -i [H, X] + ∑ (V X V* - {V* V, X} / 2)`. -/
def lindblad (H : 𝓐) (V : ι → 𝓐) (X : 𝓐) : 𝓐 :=
  (-Complex.I) • (H * X - X * H) + dissipator V X
```

The full generator is L(X) = −i[H, X] + D(X). The master equation is dX/dt = L(X), and R is stationary when L(R) = 0.

```lean
/-- The Lindblad generator is homogeneous: `L(c X) = c L(X)`. -/
theorem lindblad_smul (H : 𝓐) (V : ι → 𝓐) (c : ℂ) (X : 𝓐) :
    lindblad H V (c • X) = c • lindblad H V X := by
  have hD : dissipator V (c • X) = c • dissipator V X := by
    unfold dissipator
    rw [Finset.smul_sum]
    refine Finset.sum_congr rfl fun i _ => ?_
    simp only [mul_smul_comm, smul_mul_assoc]
    module
  simp only [lindblad, hD, mul_smul_comm, smul_mul_assoc]
  module
```

A scalar can be taken out of L, since every term is linear in X. The time-dependent solution below needs this.

```lean
/-- Factors that commute with all jump operators and their adjoints can be pulled out of the
dissipator on either side. -/
theorem dissipator_sandwich {V : ι → 𝓐} {P Q : 𝓐}
    (hP : ∀ i, Commute P (V i)) (hP' : ∀ i, Commute P (star (V i)))
    (hQ : ∀ i, Commute Q (V i)) (hQ' : ∀ i, Commute Q (star (V i))) (X : 𝓐) :
    dissipator V (P * X * Q) = P * dissipator V X * Q := by
  simp only [dissipator, Finset.mul_sum, Finset.sum_mul]
  refine Finset.sum_congr rfl fun i _ => ?_
  have c := (hP' i).mul_right (hP i)
  have d := (hQ' i).mul_right (hQ i)
  -- the jump term
  have h1 : V i * (P * X * Q) * star (V i) = P * (V i * X * star (V i)) * Q := by
    calc _ = (V i * P) * X * (Q * star (V i)) := by simp only [mul_assoc]
      _ = (P * V i) * X * (star (V i) * Q) := by rw [(hP i).eq, (hQ' i).eq]
      _ = _ := by simp only [mul_assoc]
  -- the two halves of the anticommutator
  have h2 : star (V i) * V i * (P * X * Q) = P * (star (V i) * V i * X) * Q := by
    calc _ = (star (V i) * V i * P) * X * Q := by simp only [mul_assoc]
      _ = (P * (star (V i) * V i)) * X * Q := by rw [c.eq]
      _ = _ := by simp only [mul_assoc]
  have h3 : P * X * Q * (star (V i) * V i) = P * (X * (star (V i) * V i)) * Q := by
    calc _ = P * X * (Q * (star (V i) * V i)) := by simp only [mul_assoc]
      _ = P * X * (star (V i) * V i * Q) := by rw [d.eq]
      _ = _ := by simp only [mul_assoc]
  rw [h1, h2, h3]
  simp only [mul_sub, sub_mul, mul_add, add_mul, mul_smul_comm, smul_mul_assoc]
```

If P and Q commute with all V_i and V_i†, then D(PXQ) = P D(X) Q. By hand, one moves P to the left and Q to the right in each term:

V_i PXQ V_i† = P (V_i X V_i†) Q

V_i†V_i PXQ = P (V_i†V_i X) Q

PXQ V_i†V_i = P (X V_i†V_i) Q.

These are `h1`, `h2` and `h3` in the proof.

## From any X to a stationary R

```lean
variable [StarModule ℂ 𝓐] {H A : 𝓐} {V : ι → 𝓐} {w : ℝ}

/-- Covariance of the Lindblad generator under a dynamical symmetry `A`, for every `X`:
`L(A^m X A*^n) = A^m L(X) A*^n - i (m - n) w A^m X A*^n`. -/
theorem lindblad_covariance (hH : IsSelfAdjoint H) (hA : H * A - A * H = (w : ℂ) • A)
    (hV : ∀ i, Commute A (V i)) (hV' : ∀ i, Commute A (star (V i))) (m n : ℕ) (X : 𝓐) :
    lindblad H V (A ^ m * X * star A ^ n) = A ^ m * lindblad H V X * star A ^ n
      + (-Complex.I * ((m : ℂ) - n) * w) • (A ^ m * X * star A ^ n) := by
  -- the adjoint shifts the energy by the opposite amount
  have hA' : H * star A - star A * H = (-(w : ℂ)) • star A := by
    have h := congrArg star hA
    have hw : star (w : ℂ) = w := Complex.conj_ofReal w
    simp only [star_sub, star_mul, star_smul, hH.star_eq, hw] at h
    rw [neg_smul, ← h, neg_sub]
  -- the adjoint also commutes with all jump operators and their adjoints
  have hS : ∀ i, Commute (star A) (V i) := fun i => by
    have h := congrArg star (hV' i).eq
    simp only [star_mul, star_star] at h
    exact h.symm
  have hS' : ∀ i, Commute (star A) (star (V i)) := fun i => by
    have h := congrArg star (hV i).eq
    simp only [star_mul] at h
    exact h.symm
  unfold lindblad
  rw [commutator_sandwich (commutator_pow hA m) (commutator_pow hA' n),
    dissipator_sandwich (fun i => (hV i).pow_left m) (fun i => (hV' i).pow_left m)
      (fun i => (hS i).pow_left n) (fun i => (hS' i).pow_left n)]
  simp only [mul_add, add_mul, mul_smul_comm, smul_mul_assoc]
  module
```

For every X, stationary or not,

L(A^m X (A†)^n) = A^m L(X) (A†)^n − i(m − n)w A^m X (A†)^n.

`StarModule` says that the adjoint conjugates scalars, and `IsSelfAdjoint H` says that H is Hermitian. Since w is real, the adjoint of [H, A] = wA is

A†H − HA† = wA†, that is, [H, A†] = −wA†.

This is `hA'`. Taking adjoints of the two commutation hypotheses shows that A† also commutes with every V_i and V_i† (`hS` and `hS'`). With P = A^m and Q = (A†)^n, the energy shifts are mw and −nw, so

[H, A^m X (A†)^n] = A^m [H, X] (A†)^n + (m − n)w A^m X (A†)^n.

Multiplying by −i and adding the dissipator, from which both factors can be pulled out, gives the identity.

```lean
/-- If `R` is stationary and `A` is a dynamical symmetry, then
`L(A^m R A*^n) = -i (m - n) w A^m R A*^n` for all naturals `m` and `n`. -/
theorem lindblad_dynamical_symmetry (hH : IsSelfAdjoint H)
    (hA : H * A - A * H = (w : ℂ) • A) (hV : ∀ i, Commute A (V i))
    (hV' : ∀ i, Commute A (star (V i))) {R : 𝓐} (hR : lindblad H V R = 0) (m n : ℕ) :
    lindblad H V (A ^ m * R * star A ^ n)
      = (-Complex.I * ((m : ℂ) - n) * w) • (A ^ m * R * star A ^ n) := by
  rw [lindblad_covariance hH hA hV hV', hR, mul_zero, zero_mul, zero_add]
```

Setting X = R with L(R) = 0 removes the first term:

L(A^m R (A†)^n) = −i(m − n)w A^m R (A†)^n.

R need not be positive or have unit trace. The existence of a stationary R is assumed here, as is that of A. The setting is algebraic, so domain questions for unbounded operators are not treated.

```lean
/-- If `R` is stationary and `A` is a dynamical symmetry, then a nonzero `A^m R A*^n` is itself
stationary exactly when `m = n` or `w = 0`. -/
theorem stationary_iff (hH : IsSelfAdjoint H)
    (hA : H * A - A * H = (w : ℂ) • A) (hV : ∀ i, Commute A (V i))
    (hV' : ∀ i, Commute A (star (V i))) {R : 𝓐} (hR : lindblad H V R = 0) {m n : ℕ}
    (hne : A ^ m * R * star A ^ n ≠ 0) :
    lindblad H V (A ^ m * R * star A ^ n) = 0 ↔ m = n ∨ w = 0 := by
  rw [lindblad_dynamical_symmetry hH hA hV hV' hR]
  simp only [smul_eq_zero, hne, or_false, mul_eq_zero, neg_eq_zero, Complex.I_ne_zero,
    false_or, sub_eq_zero, Nat.cast_inj, Complex.ofReal_eq_zero]
```

The product A^m R (A†)^n may vanish, for example when A^m = 0. If it does not, it is stationary exactly when −i(m − n)w = 0, which means m = n or w = 0.

```lean
/-- In a normed algebra, if `R` is stationary and `A` is a dynamical symmetry, then `exp(-i (m - n)
w t) A^m R A*^n` solves the master equation `dX/dt = L(X)` at every time `t`. -/
theorem oscillating_solution {𝓑 : Type*} [NormedRing 𝓑] [NormedAlgebra ℂ 𝓑] [StarRing 𝓑]
    [StarModule ℂ 𝓑] {H A R : 𝓑} {V : ι → 𝓑} {w : ℝ} (hH : IsSelfAdjoint H)
    (hA : H * A - A * H = (w : ℂ) • A) (hV : ∀ i, Commute A (V i))
    (hV' : ∀ i, Commute A (star (V i))) (hR : lindblad H V R = 0) (m n : ℕ) (t : ℝ) :
    HasDerivAt
      (fun s : ℝ => Complex.exp (-Complex.I * ((m : ℂ) - n) * w * s) •
        (A ^ m * R * star A ^ n))
      (lindblad H V (Complex.exp (-Complex.I * ((m : ℂ) - n) * w * t) •
        (A ^ m * R * star A ^ n))) t := by
  have h : ∀ μ : ℂ, HasDerivAt (fun z : ℂ => Complex.exp (μ * z))
      (Complex.exp (μ * t) * μ) (t : ℂ) := fun μ => by
    simpa using ((hasDerivAt_id (t : ℂ)).const_mul μ).cexp
  rw [lindblad_smul, lindblad_dynamical_symmetry hH hA hV hV' hR, smul_smul]
  exact (h _).comp_ofReal.smul_const _
```

Write Y = A^m R (A†)^n and λ = −i(m − n)w. Then

d/dt (e^(λt) Y) = λ e^(λt) Y = e^(λt) L(Y) = L(e^(λt) Y).

`HasDerivAt` states this derivative at time t, and a norm on the algebra gives it meaning. The solution starts at Y and has constant norm because λ is imaginary. In a Markovian model with such an A, a nonzero coherence of this form therefore persists despite the dissipation. For matrices, every L(X) has trace zero, so Y has trace zero when λ ≠ 0. It is then not a density matrix itself, but it can be a part of one.

## One spin oscillates while its neighbour decays

```lean
/-- Hamiltonian of two two-level systems, of which only the first has a splitting `w`. -/
def pairH (w : ℝ) : Matrix (Fin 4) (Fin 4) ℂ :=
  !![(w : ℂ), 0, 0, 0; 0, (w : ℂ), 0, 0; 0, 0, 0, 0; 0, 0, 0, 0]
```

The basis order is |u,g⟩, |u,e⟩, |d,g⟩, |d,e⟩, which Lean numbers from 0 to 3. The first system is up or down, with splitting w; the second is in g or e, with no splitting.

```lean
/-- Raising operator of the first system. -/
def pairA : Matrix (Fin 4) (Fin 4) ℂ := !![0, 0, 1, 0; 0, 0, 0, 1; 0, 0, 0, 0; 0, 0, 0, 0]
```

This A takes d to u in the first system and leaves the second alone.

```lean
/-- Jump operator for decay of the second system. -/
def pairV : Matrix (Fin 4) (Fin 4) ℂ := !![0, 1, 0, 0; 0, 0, 0, 0; 0, 0, 0, 1; 0, 0, 0, 0]
```

The jump operator takes e to g in the second system, at unit rate.

```lean
/-- The first system fully mixed, the second in the state into which it decays. -/
def pairR : Matrix (Fin 4) (Fin 4) ℂ :=
  !![1 / 2, 0, 0, 0; 0, 0, 0, 0; 0, 0, 1 / 2, 0; 0, 0, 0, 0]
```

R is an equal mixture of |u,g⟩ and |d,g⟩, with trace 1.

```lean
/-- The pair of two-level systems meets all hypotheses of the dynamical symmetry theorem for
every `w`, and `A R` is nonzero. -/
theorem dynamical_symmetry_witness (w : ℝ) :
    IsSelfAdjoint (pairH w) ∧ pairH w * pairA - pairA * pairH w = (w : ℂ) • pairA ∧
    Commute pairA pairV ∧ Commute pairA (star pairV) ∧
    lindblad (pairH w) (fun _ : Unit => pairV) pairR = 0 ∧ pairA * pairR ≠ 0 := by
  have hs : star pairV = !![0, 0, 0, 0; 1, 0, 0, 0; 0, 0, 0, 0; 0, 0, 1, 0] := by
    ext i j; fin_cases i <;> fin_cases j <;> simp [pairV, Matrix.star_apply]
  have hH : star (pairH w) = pairH w := by
    ext i j; fin_cases i <;> fin_cases j <;> simp [pairH, Matrix.star_apply]
  have hA : pairH w * pairA - pairA * pairH w = (w : ℂ) • pairA := by
    ext i j; fin_cases i <;> fin_cases j <;>
      simp [pairH, pairA]
  have hAV : pairA * pairV = pairV * pairA := by
    ext i j; fin_cases i <;> fin_cases j <;>
      simp [pairV, pairA, Matrix.mul_apply, Fin.sum_univ_four]
  have hAV' : pairA * star pairV = star pairV * pairA := by
    rw [hs]
    ext i j; fin_cases i <;> fin_cases j <;>
      simp [pairA, Matrix.mul_apply, Fin.sum_univ_four]
  have hHR : pairH w * pairR = pairR * pairH w := by
    ext i j; fin_cases i <;> fin_cases j <;>
      simp [pairH, pairR, Matrix.mul_apply, Fin.sum_univ_four, mul_comm]
  -- no further decay is possible from `pairR`
  have hVR : pairV * pairR = 0 := by
    ext i j; fin_cases i <;> fin_cases j <;>
      simp [pairV, pairR, Matrix.mul_apply, Fin.sum_univ_four]
  have hRV : pairR * star pairV = 0 := by
    rw [hs]
    ext i j; fin_cases i <;> fin_cases j <;>
      simp [pairR, Matrix.mul_apply, Fin.sum_univ_four]
  have h2 : star pairV * pairV * pairR = 0 := by rw [mul_assoc, hVR, mul_zero]
  have h3 : pairR * (star pairV * pairV) = 0 := by rw [← mul_assoc, hRV, zero_mul]
  refine ⟨hH, hA, hAV, hAV', ?_, fun h => ?_⟩
  · simp only [lindblad, dissipator, Finset.univ_unique, Finset.sum_singleton, hHR, hVR,
      h2, h3, sub_self, smul_zero, zero_mul, add_zero]
  · have h02 := congrFun (congrFun h 0) 2
    simp [pairA, pairR, Matrix.mul_apply, Fin.sum_univ_four] at h02

end

end LindbladDynamicalSymmetry
```

All hypotheses hold for every real w. R commutes with H, and VR = 0 = RV† because the second system has already decayed, so every term of L(R) vanishes. The product is

AR = ½ |u,g⟩⟨d,g|,

which is nonzero. With m = 1 and n = 0 it evolves as e^(−iwt) AR, a coherence of the first system that, for w ≠ 0, oscillates without damping at angular frequency |w|.

```lean
#print axioms LindbladDynamicalSymmetry.dissipator_sandwich
-- 'LindbladDynamicalSymmetry.dissipator_sandwich' depends on axioms: [propext, Classical.choice, Quot.sound]
#print axioms LindbladDynamicalSymmetry.stationary_iff
-- 'LindbladDynamicalSymmetry.stationary_iff' depends on axioms: [propext, Classical.choice, Quot.sound]
#print axioms LindbladDynamicalSymmetry.oscillating_solution
-- 'LindbladDynamicalSymmetry.oscillating_solution' depends on axioms: [propext, Classical.choice, Quot.sound]
```

## The same identity in a numerical Liouvillian

In a finite-dimensional code that stacks the columns of X into a vector, L becomes a matrix and A^m R (A†)^n becomes

(conj(A)^n ⊗ A^m) vec(R).

If this vector is nonzero, it is an eigenvector with eigenvalue −i(m − n)w, which gives a direct check of the matrix. When R comes from a numerical solver and L(R) is only approximately zero, the identity for general X gives the residual in exact arithmetic: it is A^m L(R) (A†)^n.
